# Under unitary electron permutations, one antisymmetrizer in a matrix element of a permutation-invariant operator becomes n!

Take two electrons, and let P exchange them. Exchanging twice restores the state vector itself, with no extra phase, so P² = 1. If P also preserves inner products, then ⟨Px, y⟩ = ⟨Px, P(Py)⟩ = ⟨x, Py⟩. The unnormalised antisymmetrizer A = 1 − P is therefore self-adjoint, and

A² = 1 − 2P + P² = 2A.

If a linear operator H satisfies HP = PH, then

⟨Ax, HAy⟩ = ⟨x, AHAy⟩ = ⟨x, HA²y⟩ = 2⟨x, HAy⟩ = 2(⟨x, Hy⟩ − ⟨x, HPy⟩).

The last bracket is a direct term minus an exchange term. For n electrons the factor 2 becomes n!, and three hypotheses carry the argument: the permutations preserve inner products, they compose as a group, and H commutes with them.

The state space `E` is a complex inner-product space, with no assumption of completeness or finite dimension. Electrons are labelled by `Fin n`, that is 0, …, n−1. The inner product is conjugate-linear in its first slot, and `sgn w` is the sign of the permutation w as a complex number.

```lean
import Mathlib

open Equiv
open scoped InnerProductSpace

namespace SlaterCondonAntisymmetrizer

noncomputable section

variable {n : ℕ} {E : Type*} [NormedAddCommGroup E] [InnerProductSpace ℂ E]

/-- The sign of a permutation of the electrons, as a complex number. -/
def sgn (w : Perm (Fin n)) : ℂ := ((Perm.sign w : ℤ) : ℂ)
```

## Relabelling electrons preserves inner products

Each permutation w acts as a linear operator ρ(w). Unitarity says that relabelling the electrons in the same way in two states leaves their inner product unchanged.

```lean
/-- An action of the electron permutations is unitary when every permutation
preserves inner products. -/
def IsUnitaryAction (ρ : Perm (Fin n) →* Module.End ℂ E) : Prop :=
  ∀ w x y, ⟪ρ w x, ρ w y⟫_ℂ = ⟪x, y⟫_ℂ
```

The antisymmetrizer is A = Σ_w sgn(w) ρ(w), without a factor 1/n!; the corresponding projector is A/n!.

```lean
/-- The unnormalised antisymmetrizer: the sum of all electron permutations,
each weighted by its sign. -/
def antisymmetrizer (ρ : Perm (Fin n) →* Module.End ℂ E) : Module.End ℂ E :=
  ∑ w, sgn w • ρ w

variable {ρ : Perm (Fin n) →* Module.End ℂ E}

/-- The sign of a permutation squares to one. -/
theorem sgn_mul_self (w : Perm (Fin n)) : sgn w * sgn w = 1 := by
  rcases Int.units_eq_one_or (Perm.sign w) with h | h <;> simp [sgn, h]
```

Unitarity moves a permutation across the inner product as its inverse:

⟨ρ(w)x, y⟩ = ⟨ρ(w)x, ρ(w)ρ(w⁻¹)y⟩ = ⟨x, ρ(w⁻¹)y⟩.

The `calc` block below is this line.

```lean
/-- In a unitary action, a permutation moves across the inner product as its inverse. -/
theorem inner_perm_left (hU : IsUnitaryAction ρ) (w : Perm (Fin n)) (x y : E) :
    ⟪ρ w x, y⟫_ℂ = ⟪x, ρ w⁻¹ y⟫_ℂ := by
  have h : ρ w (ρ w⁻¹ y) = y := by
    rw [← Module.End.mul_apply, ← map_mul, mul_inv_cancel, map_one, Module.End.one_apply]
  calc ⟪ρ w x, y⟫_ℂ = ⟪ρ w x, ρ w (ρ w⁻¹ y)⟫_ℂ := by rw [h]
    _ = ⟪x, ρ w⁻¹ y⟫_ℂ := hU w _ _
```

Now multiply by sgn(w), sum over w, and put u = w⁻¹, which has the same sign:

⟨Ax, y⟩ = Σ_w sgn(w)⟨x, ρ(w⁻¹)y⟩ = Σ_u sgn(u)⟨x, ρ(u)y⟩ = ⟨x, Ay⟩.

In Lean, `IsSymmetric` is this equality for all x and y, and `Equiv.inv` performs the substitution.

```lean
/-- For a unitary action of the permutations, the antisymmetrizer is self-adjoint:
`⟪A x, y⟫ = ⟪x, A y⟫` for all `x` and `y`. -/
theorem antisymmetrizer_isSymmetric (hU : IsUnitaryAction ρ) :
    (antisymmetrizer ρ).IsSymmetric := by
  intro x y
  simp only [antisymmetrizer, LinearMap.sum_apply, LinearMap.smul_apply, sum_inner,
    inner_sum, inner_smul_left, inner_smul_right]
  -- pair each permutation with its inverse, which has the same sign
  refine Fintype.sum_equiv (Equiv.inv _) _ _ (fun w => ?_)
  rw [inner_perm_left hU]
  simp [sgn]
```

A linear action that is not unitary does not suffice, even for H = 1. With orthonormal e₀, e₁, set Pe₀ = e₀ and Pe₁ = e₀ − e₁. Then P² = 1, Ae₀ = 0 and Ae₁ = 2e₁ − e₀, so ⟨Ae₀, Ae₁⟩ = 0 while 2⟨e₀, Ae₁⟩ = −2.

## Successive exchanges compose

The arrow `→*` in the type of `ρ` states that ρ(vw) = ρ(v)ρ(w) and ρ(1) = 1: successive relabellings act as the single combined one. The inverse used above relied on this already. Here it makes A absorb permutations. With u = vw, and hence sgn(w) = sgn(v)sgn(u),

ρ(v)A = Σ_w sgn(w) ρ(vw) = sgn(v) Σ_u sgn(u) ρ(u) = sgn(v)A.

This is the antisymmetry of a fermionic state. The substitution is `Equiv.mulLeft v`.

```lean
/-- Permuting the electrons after antisymmetrization only produces the sign of
the permutation. -/
theorem perm_mul_antisymmetrizer (v : Perm (Fin n)) :
    ρ v * antisymmetrizer ρ = sgn v • antisymmetrizer ρ := by
  simp only [antisymmetrizer, Finset.mul_sum, Finset.smul_sum]
  refine Fintype.sum_equiv (Equiv.mulLeft v) _ _ (fun w => ?_)
  show _ = sgn v • sgn (v * w) • ρ (v * w)
  have hm : sgn (v * w) = sgn v * sgn w := by simp [sgn]
  have hs : sgn v * sgn (v * w) = sgn w := by
    rw [hm, ← mul_assoc, sgn_mul_self, one_mul]
  rw [smul_smul, hs, map_mul, mul_smul_comm]
```

Multiplying by sgn(v) and summing over v gives n! equal terms:

A² = Σ_v sgn(v) ρ(v)A = Σ_v sgn(v)² A = n! A.

Unitarity plays no part in this identity.

```lean
/-- Antisymmetrizing twice is the same as antisymmetrizing once and multiplying
by `n!`. -/
theorem antisymmetrizer_sq :
    antisymmetrizer ρ * antisymmetrizer ρ = (n.factorial : ℂ) • antisymmetrizer ρ := by
  have expand : ∀ B, antisymmetrizer ρ * B = ∑ w, sgn w • (ρ w * B) := fun B => by
    simp only [antisymmetrizer, Finset.sum_mul, smul_mul_assoc]
  -- every one of the `n!` terms equals the antisymmetrizer itself
  rw [expand]
  simp only [perm_mul_antisymmetrizer, smul_smul, sgn_mul_self, one_smul,
    Finset.sum_const, Finset.card_univ, Fintype.card_perm, Fintype.card_fin]
  rw [Nat.cast_smul_eq_nsmul]
```

Composition up to a phase is not enough. If the exchange of two electrons acted on ℂ as multiplication by i, its square would be −1, and A = 1 − i would give A² = −2i instead of 2A = 2 − 2i.

## The operator treats all electrons alike

The hypothesis `hH` says that H commutes with every ρ(w), as an operator does when it singles out no electron. Summing Hρ(w) = ρ(w)H with signs gives HA = AH, so

⟨Ax, HAy⟩ = ⟨x, AHAy⟩ = ⟨x, HA²y⟩ = n!⟨x, HAy⟩.

In the proof, `hA` is the commutation and `key` is AHA = n! HA.

```lean
/-- If the permutations act unitarily and `H` commutes with all of them, the antisymmetrizer in the
bra of a matrix element of `H` between two antisymmetrized states can be replaced by the factor
`n!`. -/
theorem antisymmetrizer_matrix_element (hU : IsUnitaryAction ρ) {H : Module.End ℂ E}
    (hH : ∀ w, Commute H (ρ w)) (x y : E) :
    ⟪antisymmetrizer ρ x, H (antisymmetrizer ρ y)⟫_ℂ
      = (n.factorial : ℂ) * ⟪x, H (antisymmetrizer ρ y)⟫_ℂ := by
  have hc : ∀ w, H * ρ w = ρ w * H := fun w => (hH w).eq
  have hA : H * antisymmetrizer ρ = antisymmetrizer ρ * H := by
    simp only [antisymmetrizer, Finset.mul_sum, Finset.sum_mul, mul_smul_comm,
      smul_mul_assoc, hc]
  -- move one antisymmetrizer through `H` and absorb it in the other
  have key : antisymmetrizer ρ * (H * antisymmetrizer ρ)
      = (n.factorial : ℂ) • (H * antisymmetrizer ρ) := by
    rw [← mul_assoc, ← hA, mul_assoc, antisymmetrizer_sq, mul_smul_comm]
  have hy := LinearMap.congr_fun key y
  simp only [Module.End.mul_apply, LinearMap.smul_apply] at hy
  rw [antisymmetrizer_isSymmetric hU x, hy, inner_smul_right]
```

Expanding the remaining A by linearity gives

⟨Ax, HAy⟩ = n! Σ_w sgn(w)⟨x, Hρ(w)y⟩.

```lean
/-- If the permutations act unitarily and `H` commutes with all of them, its matrix
element between antisymmetrized states is `n!` times a signed sum in which only
the ket is permuted. -/
theorem matrix_element_expansion (hU : IsUnitaryAction ρ) {H : Module.End ℂ E}
    (hH : ∀ w, Commute H (ρ w)) (x y : E) :
    ⟪antisymmetrizer ρ x, H (antisymmetrizer ρ y)⟫_ℂ
      = (n.factorial : ℂ) * ∑ w, sgn w * ⟪x, H (ρ w y)⟫_ℂ := by
  rw [antisymmetrizer_matrix_element hU hH]
  simp only [antisymmetrizer, LinearMap.sum_apply, LinearMap.smul_apply, map_sum,
    map_smul, inner_sum, inner_smul_right]
```

H need not be self-adjoint, but it must be defined on all of `E` and map into `E`, which an unbounded Hamiltonian on its usual domain generally does not do. The Slater–Condon rules start from this expansion and evaluate it for orthonormal spin orbitals as one- and two-electron integrals; that evaluation is not carried out here.

Self-adjointness of H cannot replace commutation. Let x = y = |ab⟩, with electron 0 in state a and electron 1 in state b, where a and b are orthonormal, and let H project electron 0 onto a. Then Ax = |ab⟩ − |ba⟩ and HAx = |ab⟩, so ⟨Ax, HAx⟩ = 1 but 2⟨x, HAx⟩ = 2.

## Electrons on a finite set of coordinates

All three hypotheses hold in a concrete model. Each electron has a coordinate in a finite set `M`, for example a lattice site together with a spin. A configuration c assigns a coordinate to each electron, and (ρ(w)ψ)(c) = ψ(c∘w).

```lean
variable {M : Type*} [Fintype M]

/-- Permutations act on wavefunctions of `n` electrons, each with coordinate in a
finite set `M`, by relabelling the coordinates. -/
def exchange (n : ℕ) (M : Type*) [Fintype M] :
    Perm (Fin n) →* Module.End ℂ (EuclideanSpace ℂ (Fin n → M)) where
  toFun w :=
    { toFun := fun ψ => WithLp.toLp 2 (fun c => ψ (c ∘ w))
      map_add' := fun _ _ => rfl
      map_smul' := fun _ _ => rfl }
  map_one' := LinearMap.ext fun _ => rfl
  map_mul' _ _ := LinearMap.ext fun _ => rfl
```

The operator is a potential energy without a kinetic term. Its pair sum runs over ordered pairs, so a symmetric repulsion enters `g` with a factor 1/2.

```lean
/-- The potential energy of a configuration: `v` for each electron and `g` for each
ordered pair of distinct electrons. -/
def configEnergy (v : M → ℝ) (g : M → M → ℝ) (c : Fin n → M) : ℝ :=
  ∑ i, v (c i) + ∑ i, ∑ j, if i = j then 0 else g (c i) (c j)

/-- The potential energy operator multiplies the wavefunction by the energy of each
configuration. -/
def potential (v : M → ℝ) (g : M → M → ℝ) :
    Module.End ℂ (EuclideanSpace ℂ (Fin n → M)) where
  toFun ψ := WithLp.toLp 2 (fun c => (configEnergy v g c : ℂ) * ψ c)
  map_add' _ _ := by ext c; exact mul_add _ _ _
  map_smul' _ _ := by ext c; exact mul_left_comm _ _ _
```

Unitarity follows by summing over c∘w instead of c. Commutation follows because relabelling only reorders the terms of the energy.

```lean
/-- Relabelling electron coordinates is a unitary action, and the potential energy
operator commutes with it. -/
theorem exchange_witness (v : M → ℝ) (g : M → M → ℝ) :
    IsUnitaryAction (exchange n M) ∧
      ∀ w, Commute (potential v g) (exchange n M w) := by
  constructor
  · intro w x y
    simp only [PiLp.inner_apply]
    exact Fintype.sum_equiv (Equiv.arrowCongr w.symm (Equiv.refl M)) _ _ (fun c => rfl)
  · intro w
    refine LinearMap.ext fun ψ => ?_
    ext c
    -- the energy does not depend on the labelling of the electrons
    have hE : configEnergy v g (c ∘ w) = configEnergy v g c := by
      unfold configEnergy
      congr 1
      · exact Fintype.sum_equiv w _ _ (fun i => rfl)
      · refine Fintype.sum_equiv w _ _ (fun i => Fintype.sum_equiv w _ _ (fun j => ?_))
        simp
    show (configEnergy v g c : ℂ) * ψ (c ∘ w) = (configEnergy v g (c ∘ w) : ℂ) * ψ (c ∘ w)
    rw [hE]
```

A Hartree product puts electron i in orbital φ_i.

```lean
/-- The Hartree product, in which electron `i` occupies the orbital `φ i`. -/
def hartree (φ : Fin n → EuclideanSpace ℂ M) : EuclideanSpace ℂ (Fin n → M) :=
  WithLp.toLp 2 (fun c => ∏ i, φ i (c i))
```

The orbitals may be non-orthogonal and unnormalised. Let Φ and Ψ be the Hartree products of the φ_i and ψ_i, and take H = 1. Reordering the product over φ by w, and then summing over d = c∘w, gives

⟨Φ, ρ(w)Ψ⟩ = Σ_c ∏_i φ_{w(i)}(c_{w(i)})* ψ_i(c_{w(i)}) = ∏_i ⟨φ_{w(i)}, ψ_i⟩.

With S_ij = ⟨φ_i, ψ_j⟩, the signed sum over w is det S, so ⟨AΦ, AΨ⟩ = n! det S. The step `key` is the factorisation, and `Matrix.det_apply'` supplies the determinant.

```lean
/-- The overlap of two antisymmetrized Hartree products is `n!` times the determinant
of the matrix of orbital overlaps. -/
theorem slater_overlap (φ ψ : Fin n → EuclideanSpace ℂ M) :
    ⟪antisymmetrizer (exchange n M) (hartree φ),
      antisymmetrizer (exchange n M) (hartree ψ)⟫_ℂ
      = (n.factorial : ℂ) * (Matrix.of fun i j => ⟪φ i, ψ j⟫_ℂ).det := by
  have h := matrix_element_expansion (exchange_witness (n := n) (M := M) 0 0).1
    (H := 1) (fun w => Commute.one_left _) (hartree φ) (hartree ψ)
  simp only [Module.End.one_apply] at h
  rw [h, Matrix.det_apply']
  congr 1
  refine Finset.sum_congr rfl (fun w _ => ?_)
  -- the overlap of Hartree products factorises into orbital overlaps
  have key : ⟪hartree φ, exchange n M w (hartree ψ)⟫_ℂ = ∏ i, ⟪φ (w i), ψ i⟫_ℂ := by
    simp only [PiLp.inner_apply, Finset.prod_univ_sum, Fintype.piFinset_univ]
    refine Fintype.sum_equiv (Equiv.arrowCongr w.symm (Equiv.refl M)) _ _ (fun c => ?_)
    show inner ℂ (∏ i, φ i (c i)) (∏ i, ψ i (c (w i)))
      = ∏ i, inner ℂ (φ (w i) (c (w i))) (ψ i (c (w i)))
    rw [← Equiv.prod_comp w (fun i => φ i (c i))]
    simp only [RCLike.inner_apply, map_prod, Finset.prod_mul_distrib]
  rw [key]
  rfl

end

end SlaterCondonAntisymmetrizer
```

```lean
#print axioms SlaterCondonAntisymmetrizer.antisymmetrizer_matrix_element
#print axioms SlaterCondonAntisymmetrizer.slater_overlap
```

```
'SlaterCondonAntisymmetrizer.antisymmetrizer_matrix_element' depends on axioms: [propext, Classical.choice, Quot.sound]
'SlaterCondonAntisymmetrizer.slater_overlap' depends on axioms: [propext, Classical.choice, Quot.sound]
```

With the customary prefactor 1/√(n!) on each determinant, the overlap is det S. For n = 2 this is S₀₀S₁₁ − S₀₁S₁₀; for n = 1, A is the identity and the overlap is S₀₀. Such overlaps enter configuration interaction between determinants built from different orbital sets, here for a finite set of one-electron coordinates.
